# Two uniform bands of equal second moment: a central gap raises the band energy at low filling and lowers it at half filling

## Two densities and the quantities compared

A density of states \(D(E)\) gives the number of one-electron states per unit energy, normalised here to one state in total. Two such densities are compared at the same number of electrons: one is constant on \([-1,1]\), the other is constant on \(a\le|E|\le b\) and zero elsewhere. The question is which has the lower band energy when both have the same second moment, that is, when \(a^2+ab+b^2=1\) with \(0<a<b\).

In an orthogonal tight-binding model with zero site energies, the second moment of the local density of states is the sum of the squared hopping matrix elements from an orbital to all others. Fixing it therefore compares two arrangements with the same overall hopping strength.

Energies are measured from the common band centre, in units of half the width of the single band. The electrons are non-interacting and at zero temperature.

```lean
import Mathlib

open MeasureTheory Set

namespace PseudogapStability

noncomputable section
```

The gapped density has total width \(2(b-a)\), so its height is \(1/(2(b-a))\):

\[
D_{a,b}(E)=\begin{cases}\dfrac{1}{2(b-a)}, & a\le |E|\le b,\\[1ex] 0, & \text{otherwise.}\end{cases}
\]

The name `PseudogapStability` is looser than common usage: a pseudogap is usually a dip in the density, whereas here the density vanishes for \(|E|<a\).

```lean
/-- The uniform density of states on the two subbands `a ≤ |E| ≤ b`, for `0 ≤ a < b`. -/
def gappedDOS (a b E : ℝ) : ℝ := if a ≤ |E| ∧ |E| ≤ b then 1 / (2 * (b - a)) else 0
```

The single band has \(D_{\rm flat}(E)=1/2\) on \([-1,1]\). "Flat" refers to the constant density, and not to a band without dispersion.

```lean
/-- The uniform density of states on the single band `[-1, 1]`. -/
def flatDOS (E : ℝ) : ℝ := if |E| ≤ 1 then 1 / 2 else 0
```

The second moment is \(\int E^2D(E)\,dE\), taken about the energy zero, which is the centre of both densities.

```lean
/-- The second moment of a density of states about the energy zero. -/
def secondMoment (D : ℝ → ℝ) : ℝ := ∫ E, E ^ 2 * D E
```

The filling is the fraction of states occupied up to the Fermi level \(\mu\),

\[
f=\int_{-\infty}^{\mu}D(E)\,dE ,
\]

so \(f=1/2\) is half filling. In Lean, `Iic μ` is the half-line \((-\infty,\mu]\).

```lean
/-- The filling: the number of states up to the Fermi level `μ`. -/
def filling (D : ℝ → ℝ) (μ : ℝ) : ℝ := ∫ E in Iic μ, D E
```

The band energy is the sum of the occupied one-electron energies,

\[
U=\int_{-\infty}^{\mu}E\,D(E)\,dE .
\]

```lean
/-- The band energy: the sum of the energies of all states up to the Fermi level `μ`. -/
def bandEnergy (D : ℝ → ℝ) (μ : ℝ) : ℝ := ∫ E in Iic μ, E * D E
```

The filling at which the two band energies will turn out to cross is

\[
f_c=\frac{1-b}{1-b+a}.
\]

```lean
/-- The filling `(1 - b) / (1 - b + a)`, defined for `1 - b + a ≠ 0`. -/
def crossover (a b : ℝ) : ℝ := (1 - b) / (1 - b + a)
```

Setting \(a=0\) and \(b=1\) in \(D_{a,b}\) gives \(D_{\rm flat}\), because \(|E|\ge 0\) always holds. Every result for \(0\le a<b\) then applies to both densities.

```lean
variable {a b : ℝ}

/-- The flat band is the gapped density with gap edge `0` and band edge `1`. -/
theorem flatDOS_eq : flatDOS = gappedDOS 0 1 := by
  funext E
  simp [flatDOS, gappedDOS]
```

## Integrals over the occupied states

For a continuous quantity \(g(E)\), only the occupied parts of the two subbands contribute. The lower subband is filled from \(-b\) to \(c_-=\max(-b,\min(\mu,-a))\), and the upper one from \(a\) to \(c_+=\max(a,\min(\mu,b))\). An empty subband gives an interval of zero length. Hence

\[
\int_{-\infty}^{\mu} g\,D_{a,b}\,dE=\frac{1}{2(b-a)}\left[\int_{-b}^{c_-}g\,dE+\int_{a}^{c_+}g\,dE\right].
\]

```lean
/-- For `0 ≤ a`, the integral of a continuous quantity `g` over the occupied states is the
sum of its integrals over the occupied parts of the two subbands, times the height of the density. -/
theorem integral_occupied (ha : 0 ≤ a) {g : ℝ → ℝ} (hg : Continuous g) (μ : ℝ) :
    ∫ E in Iic μ, g E * gappedDOS a b E =
      ((∫ E in (-b)..(max (-b) (min μ (-a))), g E) + ∫ E in a..(max a (min μ b)), g E)
        / (2 * (b - a)) := by
  -- one subband, cut off at the Fermi level
  have piece : ∀ c d : ℝ, ∫ E in Iic μ, (Ioc c d).indicator g E =
      ∫ E in c..(max c (min μ d)), g E := by
    intro c d
    have hs : Iic μ ∩ Ioc c d = Ioc c (max c (min μ d)) := by
      ext x
      simp only [mem_inter_iff, mem_Iic, mem_Ioc, le_max_iff, le_min_iff]
      constructor
      · rintro ⟨h1, h2, h3⟩
        exact ⟨h2, Or.inr ⟨h1, h3⟩⟩
      · rintro ⟨h1, h2 | h2⟩
        · exact absurd h2 (not_le_of_gt h1)
        · exact ⟨h2.1, h1, h2.2⟩
    rw [setIntegral_indicator measurableSet_Ioc, hs,
      intervalIntegral.integral_of_le (le_max_left _ _)]
  have hi : ∀ c d : ℝ, Integrable ((Ioc c d).indicator g) (volume.restrict (Iic μ)) :=
    fun c d => ((integrable_indicator_iff measurableSet_Ioc).2 hg.integrableOn_Ioc).integrableOn
  -- apart from two band edges, the density is a sum of two indicators
  have hae : ∀ᵐ E ∂(volume.restrict (Iic μ)), g E * gappedDOS a b E =
      ((Ioc (-b) (-a)).indicator g E + (Ioc a b).indicator g E) / (2 * (b - a)) := by
    have h1 : ∀ᵐ E : ℝ, E ≠ -b := by simp [ae_iff]
    have h2 : ∀ᵐ E : ℝ, E ≠ a := by simp [ae_iff]
    filter_upwards [ae_restrict_of_ae h1, ae_restrict_of_ae h2] with E e1 e2
    unfold gappedDOS
    by_cases m1 : E ∈ Ioc (-b) (-a)
    · have n2 : E ∉ Ioc a b := fun h => by linarith [h.1, m1.2]
      have hc : a ≤ |E| ∧ |E| ≤ b := by
        rw [abs_of_nonpos (by linarith [m1.2])]
        constructor <;> linarith [m1.1, m1.2]
      rw [if_pos hc, indicator_of_mem m1, indicator_of_notMem n2]
      ring
    · by_cases m2 : E ∈ Ioc a b
      · have hc : a ≤ |E| ∧ |E| ≤ b := by
          rw [abs_of_nonneg (by linarith [m2.1])]
          exact ⟨m2.1.le, m2.2⟩
        rw [if_pos hc, indicator_of_notMem m1, indicator_of_mem m2]
        ring
      · have hc : ¬(a ≤ |E| ∧ |E| ≤ b) := by
          rintro ⟨h3, h4⟩
          rcases le_total 0 E with h | h
          · rw [abs_of_nonneg h] at h3 h4
            exact m2 ⟨lt_of_le_of_ne h3 (Ne.symm e2), h4⟩
          · rw [abs_of_nonpos h] at h3 h4
            exact m1 ⟨lt_of_le_of_ne (by linarith) (Ne.symm e1), by linarith⟩
        rw [if_neg hc, indicator_of_notMem m1, indicator_of_notMem m2]
        ring
  rw [integral_congr_ae hae, integral_div, integral_add (hi _ _) (hi _ _), piece, piece]
```

The inner statement `piece` performs the cut-off for one subband. The statement `hae` writes the density as a sum of two indicator functions of half-open intervals. This fails at most at the energies \(-b\) and \(a\), which have measure zero, and the case distinction checks all other energies.

With no cut-off, both subbands are integrated in full:

\[
\int_{-\infty}^{\infty} g\,D_{a,b}\,dE=\frac{1}{2(b-a)}\left[\int_{-b}^{-a}g\,dE+\int_a^b g\,dE\right].
\]

```lean
/-- For `0 ≤ a < b`, the integral of a continuous quantity `g` over all states is the sum of its
integrals over the two subbands, times the height of the density. -/
theorem integral_all (ha : 0 ≤ a) (hab : a < b) {g : ℝ → ℝ} (hg : Continuous g) :
    ∫ E, g E * gappedDOS a b E =
      ((∫ E in (-b)..(-a), g E) + ∫ E in a..b, g E) / (2 * (b - a)) := by
  have hz : ∀ E, E ∉ Iic b → g E * gappedDOS a b E = 0 := by
    intro E hE
    have hE' : b < E := not_le.1 hE
    have hc : ¬(a ≤ |E| ∧ |E| ≤ b) := fun h => by linarith [le_abs_self E, h.2]
    rw [gappedDOS, if_neg hc, mul_zero]
  rw [← setIntegral_eq_integral_of_forall_compl_eq_zero hz, integral_occupied ha hg,
    min_eq_right (by linarith : -a ≤ b), max_eq_right (by linarith : -b ≤ -a), min_self,
    max_eq_right hab.le]
```

The proof places the Fermi level at \(b\), above which there are no states, and uses the previous formula.

## Normalisation and second moment

Taking \(g=1\) gives

\[
\int D_{a,b}\,dE=\frac{(b-a)+(b-a)}{2(b-a)}=1 .
\]

```lean
/-- For `0 ≤ a < b` the gapped density of states is normalised to one. -/
theorem gappedDOS_normalised (ha : 0 ≤ a) (hab : a < b) : ∫ E, gappedDOS a b E = 1 := by
  have hd : 2 * (b - a) ≠ 0 := ne_of_gt (by linarith)
  have h := integral_all ha hab (g := fun _ => 1) continuous_const
  simp only [one_mul, intervalIntegral.integral_const, smul_eq_mul, mul_one] at h
  rw [h, div_eq_iff hd]
  ring
```

Taking \(g=E^2\), each subband contributes \((b^3-a^3)/3\), so

\[
\int E^2D_{a,b}\,dE=\frac{1}{2(b-a)}\cdot\frac{2(b^3-a^3)}{3}=\frac{a^2+ab+b^2}{3}.
\]

For the flat density this is \(1/3\), which is where the condition \(a^2+ab+b^2=1\) comes from.

```lean
/-- For `0 ≤ a < b` the second moment of the gapped density is `(a² + ab + b²) / 3`. -/
theorem secondMoment_gappedDOS (ha : 0 ≤ a) (hab : a < b) :
    secondMoment (gappedDOS a b) = (a ^ 2 + a * b + b ^ 2) / 3 := by
  have hd : 2 * (b - a) ≠ 0 := ne_of_gt (by linarith)
  unfold secondMoment
  rw [integral_all ha hab (g := fun E => E ^ 2) (by fun_prop)]
  simp only [integral_pow]
  rw [div_eq_iff hd]
  push_cast
  ring
```

## Band energy as a function of filling

While the Fermi level lies in the lower subband, \(f=(\mu+b)/(2(b-a))\). Solving for the level gives

\[
\mu=-b+2(b-a)f,\qquad 0\le f\le\tfrac12 .
\]

```lean
/-- For `0 ≤ a < b`, every filling `f` from zero to one half is reached with the Fermi level at
`-b + 2 (b - a) f`. -/
theorem filling_fermiLevel (ha : 0 ≤ a) (hab : a < b) {f : ℝ} (hf0 : 0 ≤ f) (hf : f ≤ 1 / 2) :
    filling (gappedDOS a b) (-b + 2 * (b - a) * f) = f := by
  have hd : 2 * (b - a) ≠ 0 := ne_of_gt (by linarith)
  have h0 : -b ≤ -b + 2 * (b - a) * f := by
    nlinarith [mul_nonneg (sub_pos.2 hab).le hf0]
  have h1 : -b + 2 * (b - a) * f ≤ -a := by
    nlinarith [mul_nonneg (sub_pos.2 hab).le (sub_nonneg.2 hf)]
  have h2 : min (-b + 2 * (b - a) * f) b ≤ a := (min_le_left _ _).trans (by linarith)
  have h := integral_occupied (b := b) ha (g := fun _ => 1) continuous_const (-b + 2 * (b - a) * f)
  simp only [one_mul, intervalIntegral.integral_const, smul_eq_mul, mul_one] at h
  rw [filling, h, min_eq_left h1, max_eq_right h0, max_eq_left h2, div_eq_iff hd]
  ring
```

Every filling up to one half is therefore attained. The inequalities `h0` and `h1` place this level between \(-b\) and \(-a\), and `h2` shows that the upper subband is empty.

The band energy at this level is

\[
U=\frac{1}{2(b-a)}\int_{-b}^{\mu}E\,dE
=\frac{(\mu+b)(\mu-b)}{4(b-a)}
=\frac{f(\mu-b)}{2}
=-bf+(b-a)f^2 .
\]

At half filling the Fermi level may lie anywhere in the gap. The energy is the same, since no states are added there. The theorem accordingly accepts any \(\mu\) that gives the filling \(f\).

```lean
/-- For `0 ≤ a < b`, a gapped band with filling `f ≤ 1/2` has band energy `-b f + (b - a) f²`. -/
theorem bandEnergy_of_filling (ha : 0 ≤ a) (hab : a < b) {f μ : ℝ}
    (hμ : filling (gappedDOS a b) μ = f) (hf : f ≤ 1 / 2) :
    bandEnergy (gappedDOS a b) μ = -b * f + (b - a) * f ^ 2 := by
  have hd : 2 * (b - a) ≠ 0 := ne_of_gt (by linarith)
  have hF := integral_occupied (b := b) ha (g := fun _ => 1) continuous_const μ
  simp only [one_mul, intervalIntegral.integral_const, smul_eq_mul, mul_one] at hF
  have hE := integral_occupied (b := b) ha (g := fun E => E) continuous_id μ
  simp only [integral_id] at hE
  rw [filling, hF, div_eq_iff hd] at hμ
  -- up to half filling the upper subband is empty
  have hx2 : max a (min μ b) = a := by
    rcases le_or_gt μ a with h | h
    · exact max_eq_left ((min_le_left _ _).trans h)
    · exfalso
      have h1 : max (-b) (min μ (-a)) = -a := by
        rw [min_eq_right (by linarith), max_eq_right (by linarith)]
      have h2 : a < max a (min μ b) := lt_max_of_lt_right (lt_min h hab)
      rw [h1] at hμ
      nlinarith [mul_nonneg (sub_nonneg.2 hf) (sub_pos.2 hab).le]
  rw [hx2] at hμ
  have hx1 : max (-b) (min μ (-a)) = -b + 2 * (b - a) * f := by linarith
  rw [bandEnergy, hE, hx2, hx1, div_eq_iff hd]
  ring
```

The proof first excludes electrons in the upper subband. If \(\mu>a\), the lower subband is full and already holds half the states, so any further occupation would give \(f>1/2\). The filling equation then fixes the upper end of the occupied interval as \(-b+2(b-a)f\) (`hx1`), and `ring` completes the algebra above.

## The sign of the energy difference

For the flat density the same formula gives \(U_{\rm flat}=-f+f^2\). At equal filling,

\[
U_{a,b}-U_{\rm flat}=-bf+(b-a)f^2+f-f^2
=f\,\bigl[(1-b)-(1-b+a)f\bigr].
\]

The moment condition fixes the signs. Since \(b^2<a^2+ab+b^2=1\), we have \(b<1\). Since \((a+b)^2=1+ab>1\), we have \(a+b>1\). Thus \(1-b\) and \(1-b+a\) are positive, and \(f_c>0\). The inequality \(f_c<1/2\) is equivalent to \(1-b<a\), which also holds. For \(0<f\le 1/2\), the bracket is positive exactly when \(f<f_c\) and negative exactly when \(f>f_c\).

At low filling the gapped band is higher because its lower edge \(-b\) lies above \(-1\).

```lean
/-- Let `0 < a < b` and `a² + ab + b² = 1`. The gapped and flat bands have equal second moments,
and at equal filling `0 < f ≤ 1/2` the gapped band is higher in energy exactly below the crossover
filling and lower exactly above it; the crossover lies strictly between zero and one half. -/
theorem gapped_versus_flat (ha : 0 < a) (hab : a < b) (hm : a ^ 2 + a * b + b ^ 2 = 1) :
    secondMoment (gappedDOS a b) = secondMoment flatDOS ∧
    0 < crossover a b ∧ crossover a b < 1 / 2 ∧
    ∀ f μ ν : ℝ, 0 < f → f ≤ 1 / 2 →
      filling (gappedDOS a b) μ = f → filling flatDOS ν = f →
      (bandEnergy flatDOS ν < bandEnergy (gappedDOS a b) μ ↔ f < crossover a b) ∧
      (bandEnergy (gappedDOS a b) μ < bandEnergy flatDOS ν ↔ crossover a b < f) := by
  have hb : 0 < b := ha.trans hab
  -- the moment constraint puts the band edge inside [-1, 1] but the mean of |E| above 1/2
  have hb1 : b < 1 := by nlinarith [mul_pos ha hb, sq_nonneg a]
  have hs : 1 < a + b := by nlinarith [mul_pos ha hb]
  have hden : 0 < 1 - b + a := by linarith
  refine ⟨?_, div_pos (by linarith) hden, ?_, ?_⟩
  · rw [flatDOS_eq, secondMoment_gappedDOS ha.le hab,
      secondMoment_gappedDOS le_rfl zero_lt_one, hm]
    norm_num
  · rw [crossover, div_lt_iff₀ hden]
    linarith
  · intro f μ ν hf0 hf hμ hν
    rw [flatDOS_eq] at hν ⊢
    rw [bandEnergy_of_filling ha.le hab hμ hf, bandEnergy_of_filling le_rfl zero_lt_one hν hf,
      crossover, lt_div_iff₀ hden, div_lt_iff₀ hden]
    -- the energy difference is f ((1 - b) - (1 - b + a) f)
    refine ⟨⟨fun h => ?_, fun h => ?_⟩, ⟨fun h => ?_, fun h => ?_⟩⟩
    · by_contra hn
      nlinarith [mul_nonneg hf0.le (sub_nonneg.2 (not_lt.1 hn))]
    · nlinarith [mul_pos hf0 (sub_pos.2 h)]
    · by_contra hn
      nlinarith [mul_nonneg hf0.le (sub_nonneg.2 (not_lt.1 hn))]
    · nlinarith [mul_pos hf0 (sub_pos.2 h)]
```

In words: if \(0<a<b\) and \(a^2+ab+b^2=1\), the second moments agree and \(0<f_c<1/2\). For any Fermi levels \(\mu\) of the gapped density and \(\nu\) of the flat one that give the same filling \(f\in(0,1/2]\), the gapped band energy is strictly higher if and only if \(f<f_c\), and strictly lower if and only if \(f>f_c\). In particular, it is higher at all sufficiently small positive fillings.

In the proof, `hb1` and `hs` are the inequalities \(b<1\) and \(a+b>1\). The two energies are replaced by their formulas, and the condition on \(f_c\) is multiplied by its positive denominator. Each direction then follows from the sign of \(f\) times the bracket.

At half filling the energies are

\[
U_{a,b}=-\frac{a+b}{4},\qquad U_{\rm flat}=-\frac14 ,
\]

and \(a+b>1\) makes the gapped band lower.

```lean
/-- Let `0 < a < b` and `a² + ab + b² = 1`. At half filling the gapped band has strictly lower
band energy than the flat band. -/
theorem gapped_lower_at_half_filling (ha : 0 < a) (hab : a < b)
    (hm : a ^ 2 + a * b + b ^ 2 = 1) {μ ν : ℝ}
    (hμ : filling (gappedDOS a b) μ = 1 / 2) (hν : filling flatDOS ν = 1 / 2) :
    bandEnergy (gappedDOS a b) μ < bandEnergy flatDOS ν := by
  obtain ⟨-, -, hc, h⟩ := gapped_versus_flat ha hab hm
  exact (h (1 / 2) μ ν (by norm_num) le_rfl hμ hν).2.2 hc

end

end PseudogapStability
```

This is the main theorem at \(f=1/2\), which lies above \(f_c\).

```lean
#print axioms PseudogapStability.gappedDOS_normalised
#print axioms PseudogapStability.filling_fermiLevel
#print axioms PseudogapStability.gapped_lower_at_half_filling
```

```
'PseudogapStability.gappedDOS_normalised' depends on axioms: [propext, Classical.choice, Quot.sound]
'PseudogapStability.filling_fermiLevel' depends on axioms: [propext, Classical.choice, Quot.sound]
'PseudogapStability.gapped_lower_at_half_filling' depends on axioms: [propext, Classical.choice, Quot.sound]
```

## The comparison in a tight-binding calculation

In a tight-binding comparison of two crystal structures, the hopping integrals of one structure can be scaled until the second moments agree. Both are then filled to the same electron count, and the difference in band energy is plotted against the filling. For the present densities with \(a=3/7\) and \(b=5/7\), that curve is

\[
U_{a,b}-U_{\rm flat}=\frac{f(2-5f)}{7},\qquad 0\le f\le\tfrac12 .
\]

It equals \(+1/35\) at \(f=1/5\), crosses zero at \(f_c=2/5\), and reaches \(-1/28\) at half filling.

For these two non-interacting model densities, the second moment alone does not determine which band energy is lower: the filling decides. This bears on tight-binding energy models that keep only the second moment, since such a model assigns both densities the same band energy at a given filling.

The densities are prescribed and not derived from a Hamiltonian. To read the result as a statement about structural stability, one has to assume that two competing structures have these densities and differ in total energy only through the band term. Fillings above one half are left aside; the reflection \(E\to-E\) relates them to those treated here.
